# Fractional natural occupations of an unrestricted determinant pair as ν and 2 − ν

Let Pa and Pb be idempotent complex matrices (Pa² = Pa, Pb² = Pb), and let v ≠ 0 satisfy (Pa + Pb)v = νv with ν different from 0 and 2. Then w = (Pa − Pb)v is nonzero and satisfies

(Pa + Pb)w = (2 − ν)w.

Here Pa and Pb are the spin-up and spin-down density matrices in a finite orthonormal orbital basis. Idempotency is assumed: it says that the electrons of each spin fully occupy a set of orbitals, as in a single Slater determinant whose orbitals are each purely spin-up or purely spin-down. For such an unrestricted determinant, the fractional natural occupations therefore pair to a sum of 2; correlated states with non-idempotent spin blocks are not covered.

```lean
import Mathlib

open Matrix
open scoped ComplexOrder

namespace UnrestrictedNaturalOccupations

variable {m : Type*} [Fintype m]
```

The finite type `m` labels the basis orbitals.

```lean
/-- The total one-particle density matrix, the sum of the spin-up and spin-down parts. -/
def totalDensity (Pa Pb : Matrix m m ℂ) : Matrix m m ℂ := Pa + Pb
```

This is the total density matrix, T = Pa + Pb. Its eigenvectors are the natural orbitals and its eigenvalues the occupations.

```lean
/-- The spin density matrix, the difference of the spin-up and spin-down parts. -/
def spinDensity (Pa Pb : Matrix m m ℂ) : Matrix m m ℂ := Pa - Pb
```

This is the spin density matrix, S = Pa − Pb.

```lean
/-- The space of vectors on which the total density matrix acts as the number `ν`. -/
def naturalSpace (Pa Pb : Matrix m m ℂ) (ν : ℂ) : Submodule ℂ (m → ℂ) :=
  Module.End.eigenspace (Matrix.mulVecLin (totalDensity Pa Pb)) ν
```

`naturalSpace Pa Pb ν` is the eigenspace of T for ν. It contains only the zero vector if ν is not an occupation.

## The spin density carries ν to 2 − ν

```lean
/-- For idempotent spin blocks, the spin density matrix sends a solution of the natural-orbital
equation with occupation `ν` to a solution with occupation `2 - ν`. -/
theorem total_apply_spin {Pa Pb : Matrix m m ℂ} (ha : IsIdempotentElem Pa)
    (hb : IsIdempotentElem Pb) {v : m → ℂ} {ν : ℂ}
    (hv : totalDensity Pa Pb *ᵥ v = ν • v) :
    totalDensity Pa Pb *ᵥ (spinDensity Pa Pb *ᵥ v)
      = (2 - ν) • (spinDensity Pa Pb *ᵥ v) := by
  -- idempotency lets the total density pass the spin density
  have h : totalDensity Pa Pb * spinDensity Pa Pb
      = spinDensity Pa Pb + spinDensity Pa Pb
        - spinDensity Pa Pb * totalDensity Pa Pb := by
    unfold totalDensity spinDensity
    simp only [mul_add, add_mul, mul_sub, sub_mul, ha.eq, hb.eq]
    abel
  rw [Matrix.mulVec_mulVec, h, Matrix.sub_mulVec, Matrix.add_mulVec,
    ← Matrix.mulVec_mulVec, hv, Matrix.mulVec_smul]
  module
```

Read `*ᵥ` as a matrix acting on a vector and `•` as multiplication by a number. The hypotheses `ha` and `hb` are idempotency, and `hv` is Tv = νv. Neither Hermiticity nor a nonzero v is needed here.

By hand, expand both products using idempotency:

TS = Pa − PaPb + PbPa − Pb

ST = Pa + PaPb − PbPa − Pb

They add up to 2S, so TS = 2S − ST. Acting on v gives

TSv = 2Sv − STv = (2 − ν)Sv.

In Lean, `h` is the matrix identity: `simp only` expands the products and `abel` collects the terms. The `rw` line applies the identity to v, and `module` gathers the coefficients.

```lean
/-- For idempotent spin blocks, applying the spin density matrix twice to a natural orbital of
occupation `ν` multiplies it by `ν (2 - ν)`. -/
theorem spin_apply_spin {Pa Pb : Matrix m m ℂ} (ha : IsIdempotentElem Pa)
    (hb : IsIdempotentElem Pb) {v : m → ℂ} {ν : ℂ}
    (hv : totalDensity Pa Pb *ᵥ v = ν • v) :
    spinDensity Pa Pb *ᵥ (spinDensity Pa Pb *ᵥ v) = (ν * (2 - ν)) • v := by
  have h : spinDensity Pa Pb * spinDensity Pa Pb
      = totalDensity Pa Pb + totalDensity Pa Pb
        - totalDensity Pa Pb * totalDensity Pa Pb := by
    unfold totalDensity spinDensity
    simp only [mul_add, add_mul, mul_sub, sub_mul, ha.eq, hb.eq]
    abel
  rw [Matrix.mulVec_mulVec, h, Matrix.sub_mulVec, Matrix.add_mulVec,
    ← Matrix.mulVec_mulVec, hv, Matrix.mulVec_smul, hv]
  module
```

The same method gives S²:

S² = Pa − PaPb − PbPa + Pb

T² = Pa + PaPb + PbPa + Pb

The sum is 2T, so S² = 2T − T², and

S²v = 2νv − ν²v = ν(2 − ν)v.

```lean
/-- Pairing of unrestricted natural occupations: for idempotent spin blocks, if `v` is a natural
orbital with occupation `ν` other than 0 and 2, the spin density matrix turns it into a nonzero
natural orbital with occupation `2 - ν`. -/
theorem occupation_pairing {Pa Pb : Matrix m m ℂ} (ha : IsIdempotentElem Pa)
    (hb : IsIdempotentElem Pb) {v : m → ℂ} {ν : ℂ} (hv0 : v ≠ 0)
    (hv : totalDensity Pa Pb *ᵥ v = ν • v) (h0 : ν ≠ 0) (h2 : ν ≠ 2) :
    spinDensity Pa Pb *ᵥ v ≠ 0 ∧
      totalDensity Pa Pb *ᵥ (spinDensity Pa Pb *ᵥ v)
        = (2 - ν) • (spinDensity Pa Pb *ᵥ v) := by
  refine ⟨fun hw => ?_, total_apply_spin ha hb hv⟩
  -- a vanishing partner would force `ν (2 - ν) v = 0`
  have h := spin_apply_spin ha hb hv
  rw [hw, Matrix.mulVec_zero] at h
  exact (smul_ne_zero (mul_ne_zero h0 (sub_ne_zero.mpr h2.symm)) hv0) h.symm
```

This is the opening result; `∧` joins its two claims. The eigenvalue equation is already proved. If w = Sv were zero, then Sw = S²v = ν(2 − ν)v would be zero too, but neither the factor nor v vanishes.

At ν = 1 the partner has the same occupation and may be a multiple of v, so the pair need not consist of two different orbitals.

```lean
/-- For idempotent spin blocks, occupations `ν` and `2 - ν` have the same degeneracy when `ν` is
neither 0 nor 2. -/
theorem degeneracy_pairing {Pa Pb : Matrix m m ℂ} (ha : IsIdempotentElem Pa)
    (hb : IsIdempotentElem Pb) {ν : ℂ} (h0 : ν ≠ 0) (h2 : ν ≠ 2) :
    Module.finrank ℂ (naturalSpace Pa Pb ν)
      = Module.finrank ℂ (naturalSpace Pa Pb (2 - ν)) := by
  -- the spin density embeds each natural space into its partner
  have key : ∀ μ : ℂ, μ ≠ 0 → μ ≠ 2 → Module.finrank ℂ (naturalSpace Pa Pb μ)
      ≤ Module.finrank ℂ (naturalSpace Pa Pb (2 - μ)) := by
    intro μ hμ0 hμ2
    have hmaps : ∀ x ∈ naturalSpace Pa Pb μ,
        Matrix.mulVecLin (spinDensity Pa Pb) x ∈ naturalSpace Pa Pb (2 - μ) := by
      intro x hx
      exact Module.End.mem_eigenspace_iff.mpr
        (total_apply_spin ha hb (Module.End.mem_eigenspace_iff.mp hx))
    have hinj : Function.Injective
        ((Matrix.mulVecLin (spinDensity Pa Pb)).restrict hmaps) := by
      rw [← LinearMap.ker_eq_bot, LinearMap.ker_eq_bot']
      intro x hx
      by_contra hne
      have hx0 : x.1 ≠ 0 := fun h => hne (Subtype.ext h)
      exact (occupation_pairing ha hb hx0
        (Module.End.mem_eigenspace_iff.mp x.2) hμ0 hμ2).1 (congrArg Subtype.val hx)
    exact LinearMap.finrank_le_finrank_of_injective hinj
  have hback := key (2 - ν) (sub_ne_zero.mpr h2.symm)
    (fun h => h0 (by linear_combination -h))
  rw [sub_sub_cancel] at hback
  exact le_antisymm (key ν h0 h2) hback
```

`Module.finrank` is the dimension, so the theorem equates the degeneracies of ν and 2 − ν. By the previous theorem, S maps the ν eigenspace into the 2 − ν eigenspace and sends no nonzero vector to zero. It is therefore injective, which gives

dim(ν) ≤ dim(2 − ν).

This is `key`. Since 2 − ν is also neither 0 nor 2, `key` applies to it as well and gives the reverse inequality, `hback`.

## The partner's norm for Hermitian density matrices

```lean
/-- For idempotent Hermitian spin blocks, the squared norm of the partner orbital is `ν (2 - ν)`
times the squared norm of the original natural orbital. -/
theorem partner_norm {Pa Pb : Matrix m m ℂ} (ha : IsIdempotentElem Pa)
    (hb : IsIdempotentElem Pb) (hHa : Pa.IsHermitian) (hHb : Pb.IsHermitian)
    {v : m → ℂ} {ν : ℂ} (hv : totalDensity Pa Pb *ᵥ v = ν • v) :
    star (spinDensity Pa Pb *ᵥ v) ⬝ᵥ (spinDensity Pa Pb *ᵥ v)
      = ν * (2 - ν) * (star v ⬝ᵥ v) := by
  have hS : (spinDensity Pa Pb)ᴴ = spinDensity Pa Pb := by
    unfold spinDensity
    rw [Matrix.conjTranspose_sub, hHa.eq, hHb.eq]
  rw [Matrix.star_mulVec, hS, ← Matrix.dotProduct_mulVec,
    spin_apply_spin ha hb hv, dotProduct_smul, smul_eq_mul]
```

The expression `star v ⬝ᵥ v` is the squared norm v†v. Now Pa and Pb are also Hermitian, so S† = S and

‖Sv‖² = v†S†Sv = v†S²v = ν(2 − ν)‖v‖².

For normalised v and 0 < ν < 2, the normalised partner is Sv / √(ν(2 − ν)).

```lean
/-- For idempotent Hermitian spin blocks, the spin density matrix annihilates a natural orbital
exactly when its occupation is 0 or 2. -/
theorem partner_eq_zero_iff {Pa Pb : Matrix m m ℂ} (ha : IsIdempotentElem Pa)
    (hb : IsIdempotentElem Pb) (hHa : Pa.IsHermitian) (hHb : Pb.IsHermitian)
    {v : m → ℂ} {ν : ℂ} (hv0 : v ≠ 0) (hv : totalDensity Pa Pb *ᵥ v = ν • v) :
    spinDensity Pa Pb *ᵥ v = 0 ↔ ν = 0 ∨ ν = 2 := by
  have hn : star v ⬝ᵥ v ≠ 0 := fun h => hv0 (dotProduct_star_self_eq_zero.mp h)
  rw [← dotProduct_star_self_eq_zero, partner_norm ha hb hHa hHb hv,
    mul_eq_zero, or_iff_left hn, mul_eq_zero, sub_eq_zero, eq_comm (a := (2 : ℂ))]
```

Since ‖v‖² ≠ 0, the norm formula shows that Sv = 0 exactly when ν(2 − ν) = 0. In the Hermitian case, the excluded occupations are thus precisely those at which this construction yields no partner.

## Two electrons in two orbitals

```lean
/-- The density matrix of one electron in the real orbital with coefficients `c` and `s`,
for `c ^ 2 + s ^ 2 = 1`. -/
def orbitalProjector (c s : ℝ) : Matrix (Fin 2) (Fin 2) ℂ :=
  !![(c : ℂ) ^ 2, (c : ℂ) * s; (c : ℂ) * s, (s : ℂ) ^ 2]
```

For real c and s with c² + s² = 1, this is the density matrix of one electron in the orbital (c, s), with rows (c², cs) and (cs, s²).

```lean
/-- The density matrix of a normalised real orbital in two dimensions is idempotent and
Hermitian. -/
theorem orbitalProjector_isProjector {c s : ℝ} (h : c ^ 2 + s ^ 2 = 1) :
    IsIdempotentElem (orbitalProjector c s) ∧ (orbitalProjector c s).IsHermitian := by
  have hC : (c : ℂ) ^ 2 + (s : ℂ) ^ 2 = 1 := by exact_mod_cast h
  constructor
  · have e1 : (c : ℂ) ^ 2 * (c : ℂ) ^ 2 + (c : ℂ) * s * ((c : ℂ) * s) = (c : ℂ) ^ 2 := by
      linear_combination (c : ℂ) ^ 2 * hC
    have e2 : (c : ℂ) ^ 2 * ((c : ℂ) * s) + (c : ℂ) * s * (s : ℂ) ^ 2 = (c : ℂ) * s := by
      linear_combination (c : ℂ) * s * hC
    have e3 : (c : ℂ) * s * (c : ℂ) ^ 2 + (s : ℂ) ^ 2 * ((c : ℂ) * s) = (c : ℂ) * s := by
      linear_combination (c : ℂ) * s * hC
    have e4 : (c : ℂ) * s * ((c : ℂ) * s) + (s : ℂ) ^ 2 * (s : ℂ) ^ 2 = (s : ℂ) ^ 2 := by
      linear_combination (s : ℂ) ^ 2 * hC
    unfold IsIdempotentElem orbitalProjector
    rw [Matrix.mul_fin_two, e1, e2, e3, e4]
  · apply Matrix.IsHermitian.ext
    intro i j
    fin_cases i <;> fin_cases j <;> simp [orbitalProjector]
```

Each entry of the squared matrix is the original entry times c² + s² = 1; for example,

c⁴ + c²s² = c²(c² + s²) = c².

The `linear_combination` steps check this entry by entry. The matrix is real and symmetric, hence Hermitian.

```lean
/-- Let `c ^ 2 + s ^ 2 = 1` with `c` and `s` both nonzero. With a spin-up electron in the orbital
`(c, s)` and a spin-down electron in `(c, -s)`, both spin blocks are idempotent, the first basis
orbital has occupation `2 c ^ 2`, different from 0 and 2, and the spin density matrix sends it to `2
c s` times the second. -/
theorem occupation_pairing_witness {c s : ℝ} (h : c ^ 2 + s ^ 2 = 1)
    (hc : c ≠ 0) (hs : s ≠ 0) :
    IsIdempotentElem (orbitalProjector c s) ∧ IsIdempotentElem (orbitalProjector c (-s)) ∧
    totalDensity (orbitalProjector c s) (orbitalProjector c (-s)) *ᵥ ![1, 0]
      = (2 * (c : ℂ) ^ 2) • ![1, 0] ∧
    2 * (c : ℂ) ^ 2 ≠ 0 ∧ 2 * (c : ℂ) ^ 2 ≠ 2 ∧
    spinDensity (orbitalProjector c s) (orbitalProjector c (-s)) *ᵥ ![1, 0]
      = (2 * (c : ℂ) * s) • ![0, 1] := by
  have hC : (c : ℂ) ^ 2 + (s : ℂ) ^ 2 = 1 := by exact_mod_cast h
  refine ⟨(orbitalProjector_isProjector h).1,
    (orbitalProjector_isProjector (by rw [neg_sq]; exact h)).1, ?_, ?_, ?_, ?_⟩
  · ext i
    fin_cases i <;>
      simp [totalDensity, orbitalProjector, Matrix.mulVec, dotProduct, Fin.sum_univ_succ]
    ring
  · simp [hc]
  · intro h2
    have hs2 : (s : ℂ) ^ 2 = 0 := by linear_combination hC - h2 / 2
    have hs2' : s ^ 2 = 0 := by exact_mod_cast hs2
    exact pow_ne_zero 2 hs hs2'
  · ext i
    fin_cases i <;>
      simp [spinDensity, orbitalProjector, Matrix.mulVec, dotProduct, Fin.sum_univ_succ]
    ring

end UnrestrictedNaturalOccupations
```

Put the spin-up electron in (c, s) and the spin-down electron in (c, −s), with c and s both nonzero. The off-diagonal entries cancel in T and the diagonal ones cancel in S:

T = diag(2c², 2s²)

S(1, 0) = 2cs (0, 1)

The first basis orbital has occupation 2c². This is not 0 because c ≠ 0, and not 2 because that would force s = 0. Its partner, once normalised, is the second basis orbital up to sign, with occupation 2s² = 2 − 2c².

```lean
#print axioms UnrestrictedNaturalOccupations.occupation_pairing
#print axioms UnrestrictedNaturalOccupations.degeneracy_pairing
#print axioms UnrestrictedNaturalOccupations.partner_eq_zero_iff
```

```
'UnrestrictedNaturalOccupations.occupation_pairing' depends on axioms: [propext, Classical.choice, Quot.sound]
'UnrestrictedNaturalOccupations.degeneracy_pairing' depends on axioms: [propext, Classical.choice, Quot.sound]
'UnrestrictedNaturalOccupations.partner_eq_zero_iff' depends on axioms: [propext, Classical.choice, Quot.sound]
```
